# Doubles coupled-cluster equations of a four-level two-pair model hold iff t² = 1 and E = 2t, for every g

The model has two electron pairs on the four levels 00, 10, 01, 11, with a real 4×4 Hamiltonian that has unit coupling for exciting either pair and diagonal energy `g` on level 11 only. The coupled-cluster state is exp(T) applied to the reference 00, where T excites either pair with the same real amplitude `t`; it has components (1, t, t, t²) and is unnormalised, so dividing by 1 + t² normalises it, giving (1/2, ±1/2, ±1/2, 1/2) at t = ±1. The theorem `solvesCC_iff` states that Hψ = Eψ, projected on 00, 10 and 01 but not on 11, holds exactly when t² = 1 and E = 2t, whatever the real `g`. The attempt rewrites the three projections as 2t = E and, twice, 1 + t² = Et. It then proves each direction by `linear_combination` and `ring`.

The failing Lean file:

```lean
import Mathlib

open Matrix

namespace PairCoupledClusterBreakdown

noncomputable section

/-- Hamiltonian of two electron pairs on the levels (00, 10, 01, 11): unit coupling for
exciting either pair, and energy `g` when both pairs are excited. -/
def hamiltonian (g : ℝ) : Matrix (Fin 4) (Fin 4) ℝ :=
  !![0, 1, 1, 0; 1, 0, 0, 1; 1, 0, 0, 1; 0, 1, 1, g]

/-- Doubles cluster operator: it excites either pair with amplitude `t`. -/
def cluster (t : ℝ) : Matrix (Fin 4) (Fin 4) ℝ :=
  !![0, 0, 0, 0; t, 0, 0, 0; t, 0, 0, 0; 0, t, t, 0]

/-- The reference state, level 00. -/
def reference : Fin 4 → ℝ := ![1, 0, 0, 0]

/-- The coupled-cluster state: the exponential of the cluster operator on the reference. -/
def ccState (t : ℝ) : Fin 4 → ℝ := IsNilpotent.exp (cluster t) *ᵥ reference

/-- The coupled-cluster equations: `H ψ = E ψ` projected on the reference 00 and on the
doubles 10 and 01. -/
def SolvesCC (g t E : ℝ) : Prop :=
  (hamiltonian g *ᵥ ccState t) 0 = E * ccState t 0 ∧
  (hamiltonian g *ᵥ ccState t) 1 = E * ccState t 1 ∧
  (hamiltonian g *ᵥ ccState t) 2 = E * ccState t 2

/-- The third power of the cluster operator vanishes. -/
theorem cluster_cube (t : ℝ) : cluster t ^ 3 = 0 := by
  have h : cluster t ^ 3 = cluster t * cluster t * cluster t := by noncomm_ring
  rw [h]
  ext i j
  fin_cases i <;> fin_cases j <;> simp [cluster, Matrix.mul_apply, Fin.sum_univ_four]

/-- The coupled-cluster state has components `1, t, t, t²` on the levels 00, 10, 01, 11. -/
theorem ccState_eq (t : ℝ) : ccState t = ![1, t, t, t ^ 2] := by
  have h2 : cluster t ^ 2
      = !![0, 0, 0, 0; 0, 0, 0, 0; 0, 0, 0, 0; 2 * t ^ 2, 0, 0, 0] := by
    rw [pow_two]
    ext i j
    fin_cases i <;> fin_cases j <;>
      simp [cluster, Matrix.mul_apply, Fin.sum_univ_four]
    ring
  -- the series stops at second order: exp T = 1 + T + T² / 2
  have he : IsNilpotent.exp (cluster t)
      = !![1, 0, 0, 0; t, 1, 0, 0; t, 0, 1, 0; t ^ 2, t, t, 1] := by
    rw [IsNilpotent.exp_eq_sum (cluster_cube t)]
    simp only [Finset.sum_range_succ, Finset.sum_range_zero, pow_zero, pow_one, h2]
    ext i j
    fin_cases i <;> fin_cases j <;>
      simp [cluster, Rat.smul_def, Nat.factorial]
  rw [ccState, he]
  ext i
  fin_cases i <;> simp [reference, Matrix.mulVec, dotProduct, Fin.sum_univ_four]

/-- Components of the Hamiltonian acting on an arbitrary vector. -/
theorem hamiltonian_mulVec (g : ℝ) (x : Fin 4 → ℝ) :
    hamiltonian g *ᵥ x = ![x 1 + x 2, x 0 + x 3, x 0 + x 3, x 1 + x 2 + g * x 3] := by
  ext i
  fin_cases i <;>
    simp [hamiltonian, Matrix.mulVec, dotProduct, Fin.sum_univ_four]

/-- For every `g`, the coupled-cluster equations hold exactly when `t² = 1` and `E = 2 t`. -/
theorem solvesCC_iff (g t E : ℝ) : SolvesCC g t E ↔ t ^ 2 = 1 ∧ E = 2 * t := by
  have h : SolvesCC g t E ↔ (t + t = E * 1 ∧ 1 + t ^ 2 = E * t ∧ 1 + t ^ 2 = E * t) := by
    rw [SolvesCC, hamiltonian_mulVec, ccState_eq]
    exact Iff.rfl
  rw [h]
  constructor
  · rintro ⟨h0, h1, -⟩
    exact ⟨by linear_combination (-t) * h0 - h1, by linear_combination -h0⟩
  · rintro ⟨h1, rfl⟩
    exact ⟨by ring, by linear_combination -h1, by linear_combination -h1⟩

end

end PairCoupledClusterBreakdown
```

Messages:

```
Main.lean:74:14: error: ring failed, ring expressions not equal
g t E : ℝ
h : SolvesCC g t E ↔ t + t = E * 1 ∧ 1 + t ^ 2 = E * t ∧ 1 + t ^ 2 = E * t
h0 : t + t = E * 1
h1 : 1 + t ^ 2 = E * t
⊢ -(t * E * 2) + t ^ 2 * 4 = 0
```

Diagnosis. The single error comes from the forward direction, in the goal `t ^ 2 = 1`, with `h0 : t + t = E * 1` and `h1 : 1 + t ^ 2 = E * t`. The tactic `linear_combination e` subtracts the left-minus-right difference of `e` from that of the goal and asks `ring` to show that the result is zero.

For `(-t) * h0 - h1` the result is

(t² − 1) − [−t(2t − E) − (1 + t² − Et)] = 4t² − 2tE.

This is the reported goal `-(t * E * 2) + t ^ 2 * 4 = 0`. It is not a polynomial identity in `t` and `E`, so `ring` fails. The residue equals 2t(2t − E), which is 2t times the difference of the sides of `h0`, so the coefficient of `h0` was too small by 2t: a sign error.

The diff replaces `(-t)` by `t`. In `t * h0 - h1` the `E * t` terms cancel: t(2t − E) − (1 + t² − Et) = t² − 1. This is exactly the goal's difference, so `ring` closes the check.

The repair, with which the file compiles:

```diff
@@ -72,5 +72,5 @@
   constructor
   · rintro ⟨h0, h1, -⟩
-    exact ⟨by linear_combination (-t) * h0 - h1, by linear_combination -h0⟩
+    exact ⟨by linear_combination t * h0 - h1, by linear_combination -h0⟩
   · rintro ⟨h1, rfl⟩
     exact ⟨by ring, by linear_combination -h1, by linear_combination -h1⟩
```
